# Two particles in a trap: a shared Gaussian orbital can hide an energy that is unbounded below

Two particles on a line sit in a harmonic trap and repel each other harmonically. The force constant of the repulsion is \(k\) times that of the trap, with \(1/2<k<1\). If both occupy the same Gaussian orbital, the lowest mean energy is \(\sqrt{1-k}\,\hbar\omega\), where \(\omega\) is the trap's angular frequency. If the Gaussian may correlate the particles, the mean energy has no lower bound. Nor has it one for uncorrelated products whose two orbitals may move apart, so the apparent stability comes from the shared orbital.

In electronic structure terms, this is an instability that the restricted mean-field energy alone does not reveal, shown here for Gaussian trial functions and a model repulsive force that grows with distance.

## The trap and the repulsion

```lean
import Mathlib

open Real MeasureTheory

namespace HartreeHiddenCollapse

noncomputable section
```

Below, `ℝ` denotes the real numbers. A `def` introduces a quantity; a `theorem` gives hypotheses, then a statement after the colon, then a proof after `:=`.

```lean
/-- Two particles in a harmonic trap that repel each other harmonically with strength `k`. -/
def potential (k x y : ℝ) : ℝ := (x ^ 2 + y ^ 2) / 2 - k * (x - y) ^ 2 / 2
```

In units where \(\hbar\), the mass and the trap's force constant are 1,
\[
V(x,y)=\tfrac12(x^2+y^2)-\tfrac k2(x-y)^2 .
\]
The number \(k\) is the force constant of the repulsion relative to that of the trap. With \(s=x+y\) and \(r=x-y\),
\[
V=\tfrac14 s^2+\tfrac14(1-2k)\,r^2 ,
\]
so for \(k>1/2\) the relative mode is an inverted oscillator.

## The mean energy of a wavefunction

```lean
/-- The unnormalised expectation value of kinetic plus potential energy, for a real
differentiable wavefunction for which the integrals converge. -/
def energyForm (k : ℝ) (ψ : ℝ → ℝ → ℝ) : ℝ :=
  ∫ x, ∫ y, ((deriv (fun t => ψ t y) x) ^ 2 + (deriv (fun t => ψ x t) y) ^ 2) / 2
    + potential k x y * ψ x y ^ 2
```

This is
\[
\iint \Big[\tfrac12\big((\partial_x\psi)^2+(\partial_y\psi)^2\big)+V\psi^2\Big]\,dy\,dx
\]
for a real wavefunction. The expression `fun t => ψ t y` is \(\psi\) as a function of its first argument with \(y\) held fixed, so its `deriv` at `x` is \(\partial_x\psi\). The Hamiltonian enters only through this quadratic form; no operator or domain is constructed.

```lean
/-- The mean energy of a wavefunction with finite energy integrals and finite nonzero norm. -/
def energy (k : ℝ) (ψ : ℝ → ℝ → ℝ) : ℝ := energyForm k ψ / ∫ x, ∫ y, ψ x y ^ 2
```

Dividing by \(\iint\psi^2\) gives the mean energy, so wavefunctions need not be normalised. Lean assigns a number even when an integral diverges or the norm vanishes, but for the Gaussians below, with positive exponents, everything converges.

## The trial functions

```lean
/-- A Gaussian centred at `(c, d)`, with exponent `a` for the centre-of-mass mode and `b` for
the relative mode. -/
def correlated (a b c d x y : ℝ) : ℝ :=
  Real.exp (-(a * ((x - c) + (y - d)) ^ 2 + b * ((x - c) - (y - d)) ^ 2) / 4)
```

Write \(u=x-c\) and \(v=y-d\) for displacements from the centre, and from here on let \(s=u+v\) and \(r=u-v\). The function is \(e^{-(as^2+br^2)/4}\). Unequal \(a\) and \(b\) correlate the particles.

```lean
/-- A one-particle Gaussian orbital with exponent `w` and centre `c`. -/
def orbital (w c x : ℝ) : ℝ := Real.exp (-w * (x - c) ^ 2 / 2)
```

This is the one-particle orbital \(e^{-w(x-c)^2/2}\), unnormalised.

```lean
/-- The Hartree product of two Gaussian orbitals of equal exponent, centred at `c` and `d`. -/
def hartree (w c d x y : ℝ) : ℝ := orbital w c x * orbital w d y
```

A Hartree product multiplies two such orbitals. With \(c=d\) it describes a doubly occupied orbital, the spatial part of a restricted singlet determinant. With \(c\neq d\) it has the energy of an unrestricted determinant of opposite spins, since these have no exchange term.

## Gaussian integrals

```lean
/-- The integral of a quadratic polynomial against a Gaussian of exponent `p > 0`. -/
theorem gaussian_moment {p : ℝ} (hp : 0 < p) (m α β γ : ℝ) :
    ∫ y, (α + β * (y - m) + γ * (y - m) ^ 2) * Real.exp (-p * (y - m) ^ 2)
      = (α + γ / (2 * p)) * √(π / p) := by
  refine (integral_sub_right_eq_self (μ := volume)
    (fun z : ℝ => (α + β * z + γ * z ^ 2) * Real.exp (-p * z ^ 2)) m).trans ?_
  have h2 : Integrable (fun z : ℝ => z ^ 2 * Real.exp (-p * z ^ 2)) := by
    simpa using integrable_rpow_mul_exp_neg_mul_sq hp (s := 2) (by norm_num)
  have hi : ∀ u v w : ℝ, Integrable (fun z : ℝ =>
      (u + v * z + w * z ^ 2) * Real.exp (-p * z ^ 2)) := fun u v w => by
    refine ((((integrable_exp_neg_mul_sq hp).const_mul u).add
      ((integrable_mul_exp_neg_mul_sq hp).const_mul v)).add (h2.const_mul w)).congr
      (Filter.Eventually.of_forall fun z => ?_)
    show u * Real.exp (-p * z ^ 2) + v * (z * Real.exp (-p * z ^ 2))
      + w * (z ^ 2 * Real.exp (-p * z ^ 2)) = _
    ring
  have hf : Integrable (fun z : ℝ =>
      (-β / (2 * p) + -γ / (2 * p) * z) * Real.exp (-p * z ^ 2)) := by
    simpa using hi (-β / (2 * p)) (-γ / (2 * p)) 0
  -- apart from a constant, the polynomial gives a total derivative
  have hz := integral_eq_zero_of_hasDerivAt_of_integrable (fun z => by
    have he : HasDerivAt (fun z : ℝ => Real.exp (-p * z ^ 2))
        (Real.exp (-p * z ^ 2) * (-p * (2 * z))) z :=
      (((hasDerivAt_pow 2 z).const_mul (-p)).exp).congr_deriv (by simp)
    exact ((((hasDerivAt_id' z).const_mul (-γ / (2 * p))).const_add
      (-β / (2 * p))).fun_mul he).congr_deriv (by
        linear_combination (β * z + γ * z ^ 2) * Real.exp (-p * z ^ 2)
          * mul_inv_cancel₀ hp.ne')) (hi (-(γ / (2 * p))) β γ) hf
  have h := integral_sub (hi α β γ) (hi (-(γ / (2 * p))) β γ)
  rw [hz, sub_zero] at h
  rw [← h, ← integral_gaussian p, ← integral_const_mul]
  congr 1
  ext z
  ring
```

The hypothesis `hp` says \(p>0\). With \(z=y-m\), the claim is
\[
\int(\alpha+\beta z+\gamma z^2)e^{-pz^2}dz=\Big(\alpha+\frac{\gamma}{2p}\Big)\sqrt{\frac{\pi}{p}} .
\]
By hand, differentiate
\[
\frac{d}{dz}\Big[-\frac{\beta+\gamma z}{2p}\,e^{-pz^2}\Big]=\Big(-\frac{\gamma}{2p}+\beta z+\gamma z^2\Big)e^{-pz^2}.
\]
The right side integrates to zero. Subtracting it from the integrand leaves the constant \(\alpha+\gamma/(2p)\) times the standard Gaussian integral.

The proof first shifts the variable. Then `h2`, `hi` and `hf` establish integrability, `hz` says that the total derivative integrates to zero, and `h` performs the subtraction.

```lean
/-- Moments of the density of a correlated Gaussian with exponents `a, b > 0`. -/
theorem pair_moment {a b : ℝ} (ha : 0 < a) (hb : 0 < b) (c d A B C D F : ℝ) :
    ∫ x, ∫ y, (A + B * (x - c) + C * (y - d) + D * ((x - c) + (y - d)) ^ 2
        + F * ((x - c) - (y - d)) ^ 2) * correlated a b c d x y ^ 2
      = (A + D / a + F / b) * √(π ^ 2 / (a * b)) := by
  obtain ⟨p, δ, rfl, rfl⟩ : ∃ p δ : ℝ, a = p * (1 + δ) ∧ b = p * (1 - δ) := by
    have h := div_mul_cancel₀ ((a - b) / 2) (show (a + b) / 2 ≠ 0 by positivity)
    exact ⟨(a + b) / 2, (a - b) / 2 / ((a + b) / 2),
      by linear_combination -h, by linear_combination h⟩
  have hp : 0 < p := by linarith
  have hu := (mul_pos_iff_of_pos_left hp).1 ha
  have hv := (mul_pos_iff_of_pos_left hp).1 hb
  have hu0 := hu.ne'
  have hv0 := hv.ne'
  have hN : √(π ^ 2 / (p * (1 + δ) * (p * (1 - δ))))
      = √(π / p) * √(π / (p * (1 + δ) * (1 - δ))) := by
    rw [← Real.sqrt_mul (by positivity), div_mul_div_comm]
    ring_nf
  -- complete the square in `y` and integrate it out
  have hin : ∀ x, ∫ y, (A + B * (x - c) + C * (y - d) + D * ((x - c) + (y - d)) ^ 2
      + F * ((x - c) - (y - d)) ^ 2) * correlated (p * (1 + δ)) (p * (1 - δ)) c d x y ^ 2
      = √(π / p) * ((A + (D + F) / (2 * p) + (B - C * δ) * (x - c)
        + (D * (1 - δ) ^ 2 + F * (1 + δ) ^ 2) * (x - c) ^ 2)
        * Real.exp (-(p * (1 + δ) * (1 - δ)) * (x - c) ^ 2)) := by
    intro x
    have h := congrArg (Real.exp (-(p * (1 + δ) * (1 - δ)) * (x - c) ^ 2) * ·)
      (gaussian_moment hp (d - δ * (x - c))
        (A + (B - C * δ) * (x - c) + (D * (1 - δ) ^ 2 + F * (1 + δ) ^ 2) * (x - c) ^ 2)
        (C + 2 * (D * (1 - δ) - F * (1 + δ)) * (x - c)) (D + F))
    simp only [← integral_const_mul] at h
    refine Eq.trans (integral_congr_ae (Filter.Eventually.of_forall fun y => ?_))
      (h.trans (by ring))
    beta_reduce
    have he : correlated (p * (1 + δ)) (p * (1 - δ)) c d x y ^ 2
        = Real.exp (-(p * (1 + δ) * (1 - δ)) * (x - c) ^ 2)
          * Real.exp (-p * (y - (d - δ * (x - c))) ^ 2) := by
      rw [sq (correlated _ _ _ _ _ _), correlated, ← Real.exp_add, ← Real.exp_add]
      congr 1
      ring
    rw [he]
    ring
  have hc : A + (D + F) / (2 * p) + (D * (1 - δ) ^ 2 + F * (1 + δ) ^ 2)
      / (2 * (p * (1 + δ) * (1 - δ))) = A + D / (p * (1 + δ)) + F / (p * (1 - δ)) := by
    field_simp
    ring
  simp only [hin, integral_const_mul]
  rw [gaussian_moment (mul_pos ha hv), hN, hc]
  ring
```

For the density \(\psi^2=e^{-(as^2+br^2)/2}\), this says
\[
\iint(A+Bu+Cv+Ds^2+Fr^2)\,\psi^2=\Big(A+\frac Da+\frac Fb\Big)\frac{\pi}{\sqrt{ab}} .
\]
Thus the linear terms average to zero, \(\langle s^2\rangle=1/a\) and \(\langle r^2\rangle=1/b\).

To derive it, put \(a=p(1+\delta)\) and \(b=p(1-\delta)\). Completing the square gives
\[
\tfrac12(as^2+br^2)=p(v+\delta u)^2+p(1-\delta^2)u^2 .
\]
With \(z=v+\delta u\), we have \(s=z+(1-\delta)u\) and \(r=(1+\delta)u-z\). Integrating over \(z\) leaves \(\sqrt{\pi/p}\,e^{-p(1-\delta^2)u^2}\) times
\[
A+\frac{D+F}{2p}+(B-C\delta)u+\big[D(1-\delta)^2+F(1+\delta)^2\big]u^2 .
\]
This is `hin`. In the integral over \(u\), the linear term vanishes and \(u^2\) averages to \(1/(2p(1-\delta^2))\). The coefficient of \(D\) becomes
\[
\frac1{2p}\Big(1+\frac{1-\delta}{1+\delta}\Big)=\frac1{p(1+\delta)}=\frac1a ,
\]
and that of \(F\) becomes \(1/b\) in the same way; this is `hc`. The norm factors combine in `hN`.

## Energies from the wavefunctions

```lean
/-- The mean energy of a correlated Gaussian with exponents `a, b > 0`: the potential at its
centre plus the energies of the two modes. -/
theorem energy_correlated {a b : ℝ} (ha : 0 < a) (hb : 0 < b) (k c d : ℝ) :
    energy k (correlated a b c d)
      = potential k c d + (a + 1 / a + b + (1 - 2 * k) / b) / 4 := by
  have hx : ∀ c d x y, deriv (fun t => correlated a b c d t y) x
      = -(a * ((x - c) + (y - d)) + b * ((x - c) - (y - d))) / 2
        * correlated a b c d x y := by
    intro c d x y
    have h := ((hasDerivAt_id' x).sub_const c)
    refine (((((h.add_const (y - d)).fun_pow 2).const_mul a).fun_add
      (((h.sub_const (y - d)).fun_pow 2).const_mul b)).fun_neg.div_const 4).exp.deriv.trans ?_
    simp only [correlated, Nat.cast_ofNat, show (2 - 1 : ℕ) = 1 from rfl, pow_one]
    ring
  -- exchanging the particles gives the other derivative
  have hsym : ∀ x y, correlated a b c d x y = correlated a b d c y x := by
    intro x y
    unfold correlated
    congr 1
    ring
  have hy : ∀ x y, deriv (fun t => correlated a b c d x t) y
      = -(a * ((y - d) + (x - c)) + b * ((y - d) - (x - c))) / 2
        * correlated a b c d x y := by
    intro x y
    rw [funext (hsym x)]
    exact hx d c y x
  have hE : energyForm k (correlated a b c d) = _ := Eq.trans (by
    unfold energyForm
    refine integral_congr_ae (Filter.Eventually.of_forall fun x =>
      integral_congr_ae (Filter.Eventually.of_forall fun y => ?_))
    beta_reduce
    rw [hx, hy]
    unfold potential
    ring) (pair_moment ha hb c d (potential k c d) (c - k * (c - d)) (d + k * (c - d))
      ((1 + a ^ 2) / 4) ((1 - 2 * k + b ^ 2) / 4))
  have hS : ∫ x, ∫ y, correlated a b c d x y ^ 2 = √(π ^ 2 / (a * b)) := by
    simpa using pair_moment ha hb c d 1 0 0 0 0
  have hN : √(π ^ 2 / (a * b)) ≠ 0 := by positivity
  rw [energy, hE, hS, mul_div_cancel_right₀ _ hN]
  field_simp
  ring
```

For every real \(k\), the energy of a correlated Gaussian is
\[
E=V(c,d)+\tfrac14\Big(a+\frac1a+b+\frac{1-2k}{b}\Big).
\]
The derivatives are \(\partial_x\psi=-\tfrac12(as+br)\psi\) and \(\partial_y\psi=-\tfrac12(as-br)\psi\), so the kinetic density is \(\tfrac14(a^2s^2+b^2r^2)\psi^2\), with normalised average \((a+b)/4\). Expanding the potential about the centre gives
\[
V(x,y)=V(c,d)+[c-k(c-d)]u+[d+k(c-d)]v+\tfrac14s^2+\tfrac14(1-2k)r^2 .
\]
The linear terms drop out, and the quadratic ones supply the \(1/a\) and \(1/b\) terms.

In Lean, `hx` computes the first derivative and `hy` obtains the second by exchanging the particles. Then `hE` and `hS` apply `pair_moment` to the energy form and the norm, whose common factor cancels.

```lean
/-- The mean energy of a Hartree product of Gaussian orbitals with exponent `w > 0`. -/
theorem energy_hartree {w : ℝ} (hw : 0 < w) (k c d : ℝ) :
    energy k (hartree w c d) = potential k c d + (w + (1 - k) / w) / 2 := by
  have h : hartree w c d = correlated w w c d := by
    ext x y
    rw [hartree, orbital, orbital, correlated, ← Real.exp_add]
    congr 1
    ring
  rw [h, energy_correlated hw hw]
  field_simp
  ring
```

Since \(s^2+r^2=2(u^2+v^2)\), a product is a correlated Gaussian with \(a=b=w\); this is `h`. Substitution gives
\[
E=V(c,d)+\tfrac12\Big(w+\frac{1-k}{w}\Big).
\]

```lean
/-- For `w > 0` and `g ≥ 0`, the sum `w + g / w` is at least `2 * √g`. -/
theorem two_sqrt_le {g w : ℝ} (hg : 0 ≤ g) (hw : 0 < w) : 2 * √g ≤ w + g / w := by
  have e : w + g / w = (w ^ 2 + g) / w := by field_simp
  rw [e, le_div_iff₀ hw]
  nlinarith [sq_nonneg (w - √g), Real.sq_sqrt hg]
```

For \(g\ge0\) and \(w>0\), expanding \((w-\sqrt g)^2\ge0\) gives \(w^2+g\ge2w\sqrt g\). Division by \(w\) yields \(w+g/w\ge2\sqrt g\). The tactic `nlinarith` receives the square as a hint.

## The hidden collapse

```lean
/-- For `1/2 < k < 1`, Gaussian products with both particles in the same orbital have least
energy `√(1 - k)`, while the energies of centred correlated Gaussians are unbounded below. -/
theorem mean_field_hides_collapse {k : ℝ} (hk : 1 / 2 < k) (hk1 : k < 1) :
    IsLeast {E | ∃ w > (0 : ℝ), ∃ c : ℝ, E = energy k (hartree w c c)} (√(1 - k)) ∧
    ¬ BddBelow {E | ∃ a > (0 : ℝ), ∃ b > (0 : ℝ), E = energy k (correlated a b 0 0)} := by
  refine ⟨⟨?_, ?_⟩, ?_⟩
  · have hw : 0 < √(1 - k) := Real.sqrt_pos.2 (by linarith)
    refine ⟨√(1 - k), hw, 0, ?_⟩
    rw [energy_hartree hw, Real.div_sqrt, potential]
    ring
  · rintro E ⟨w, hw, c, rfl⟩
    have h := two_sqrt_le (show 0 ≤ 1 - k by linarith) hw
    have hV : potential k c c = c ^ 2 := by unfold potential; ring
    rw [energy_hartree hw, hV]
    linarith [sq_nonneg c]
  · rintro ⟨M, hM⟩
    -- broadening the relative mode lowers the potential energy without bound
    have ht : 0 < 4 * |M| + 4 := by positivity
    have he : 0 < 2 * k - 1 := by linarith
    have hb : 0 < (2 * k - 1) / (4 * |M| + 4) := div_pos he ht
    have hb1 : (2 * k - 1) / (4 * |M| + 4) < 1 := by
      rw [div_lt_one ht]
      linarith [abs_nonneg M]
    have hg : (1 - 2 * k) / ((2 * k - 1) / (4 * |M| + 4)) = -(4 * |M| + 4) := by
      rw [div_eq_iff hb.ne', neg_mul, mul_div_cancel₀ _ ht.ne']
      ring
    have h := hM ⟨1, one_pos, _, hb, rfl⟩
    have hV : potential k 0 0 = 0 := by unfold potential; ring
    rw [energy_correlated one_pos hb, hg, hV] at h
    linarith [neg_abs_le M]
```

`IsLeast` means that \(\sqrt{1-k}\) belongs to the set of energies and is a lower bound for it. The set runs over all exponents \(w>0\) and all common centres \(c\). `¬ BddBelow` says that the second set, of centred correlated energies, has no lower bound.

The proof has three parts, marked by dots.

1. At \(w=\sqrt{1-k}\) and \(c=0\), the energy is \(\tfrac12(\sqrt{1-k}+\sqrt{1-k})=\sqrt{1-k}\).
2. Since \(V(c,c)=c^2\), every shared-orbital energy is \(c^2+\tfrac12(w+(1-k)/w)\ge\sqrt{1-k}\), by the preceding inequality.
3. Suppose \(M\) were a lower bound for the correlated energies. Take \(a=1\) and \(b=(2k-1)/(4|M|+4)\), which is less than 1. Then
\[
E=\frac{2+b}{4}-|M|-1<-|M|\le M ,
\]
a contradiction.

Small \(b\) means a broad distribution of separations: the particles lower their repulsion energy by being far apart, in either order along the line. The theorem's minimum is over Gaussian orbitals only. The mean field in its name is the restricted one, with a shared orbital; the next theorem shows that products of separate orbitals do reveal the collapse.

```lean
/-- For `k > 1/2` and any fixed exponent `w > 0`, Hartree products whose two orbitals are
displaced in opposite directions have energies unbounded below. -/
theorem unrestricted_collapse {k w : ℝ} (hk : 1 / 2 < k) (hw : 0 < w) :
    ¬ BddBelow (Set.range fun c : ℝ => energy k (hartree w c (-c))) := by
  rintro ⟨M, hM⟩
  have he : 0 < 2 * k - 1 := by linarith
  obtain ⟨K, hK⟩ : ∃ K, K = (w + (1 - k) / w) / 2 := ⟨_, rfl⟩
  have ht : 0 ≤ (|K - M| + 1) / (2 * k - 1) := by positivity
  have h : M ≤ energy k (hartree w (√((|K - M| + 1) / (2 * k - 1)))
    (-√((|K - M| + 1) / (2 * k - 1)))) := hM ⟨_, rfl⟩
  have hV : ∀ c, potential k c (-c) = -(c ^ 2 * (2 * k - 1)) := by
    intro c
    unfold potential
    ring
  rw [energy_hartree hw, ← hK, hV, Real.sq_sqrt ht, div_mul_cancel₀ _ he.ne'] at h
  linarith [le_abs_self (K - M)]

end

end HartreeHiddenCollapse
```

Here any fixed \(w>0\) and any \(k>1/2\) are allowed, and the orbitals sit at \(c\) and \(-c\). `Set.range` collects the energies as \(c\) varies. Let \(K=\tfrac12(w+(1-k)/w)\). Since \(V(c,-c)=-(2k-1)c^2\),
\[
E=K-(2k-1)c^2 .
\]
Given a supposed lower bound \(M\), choose \(c^2=(|K-M|+1)/(2k-1)\). Then \(E=K-|K-M|-1\le M-1\), a contradiction, which `linarith` finds from \(K-M\le|K-M|\). Letting the orbitals separate therefore exposes the collapse without any correlation.

## Numbers for \(k=3/4\)

The best shared orbital has \(w=\sqrt{1/4}=1/2\) and energy \(\tfrac12(\tfrac12+\tfrac12)=\tfrac12\).

A centred correlated Gaussian with \(a=1\) has energy \(\tfrac14(2+b-\tfrac1{2b})\). At \(b=1/10\) this is \(\tfrac14(2.1-5)=-0.725\), and at \(b=1/100\) it is \(\tfrac14(2.01-50)=-11.9975\).

For separated orbitals with \(w=1/2\), the energy is \(\tfrac12-\tfrac12c^2\): it is \(0\) at \(c=1\) and \(-\tfrac32\) at \(c=2\).

```lean
#print axioms HartreeHiddenCollapse.mean_field_hides_collapse
-- 'HartreeHiddenCollapse.mean_field_hides_collapse' depends on axioms: [propext, Classical.choice, Quot.sound]
#print axioms HartreeHiddenCollapse.unrestricted_collapse
-- 'HartreeHiddenCollapse.unrestricted_collapse' depends on axioms: [propext, Classical.choice, Quot.sound]
```
